# For a fixed differentiable self-energy, plain quasiparticle iteration converges locally when Z > 1/2

## A crossing on the graph that the iteration never finds

I have a G₀W₀ self-energy for one orbital and want its quasiparticle energy. I insert an energy into the self-energy, take the energy that comes out, and insert it again. For a level near the gap this settles in a few rounds. For a deeper level the numbers swing from side to side and never settle, although a plot shows a clean solution right between them. If I multiply each change by the renormalization factor Z, the swinging stops. Why should a factor that I know as a spectral weight decide whether an iteration converges?

## The slope at the solution, written in terms of Z

Z contains the derivative of the self-energy at the solution, and this derivative is also the factor by which a small error is multiplied in each round.

Write S(x) for the real self-energy of the orbital at energy x, and e for the energy-independent part of the equation. Let

F(x) = e + S(x), F(w) = w,

so that w is the quasiparticle energy. Put s = S′(w), assume s ≠ 1, and define Z = 1/(1 − s). Then 1/Z = 1 − s, and

F′(w) = s = 1 − 1/Z.

Now take any map f with f(w) = w and slope m at w. Differentiability says that for every c > 0 there is a distance δ > 0 such that |x − w| < δ implies

|f(x) − w − m(x − w)| ≤ c|x − w|.

Suppose |m| < 1. Choose q with |m| < q < 1 and set c = q − |m|. The triangle inequality gives

|f(x) − w| ≤ |m||x − w| + c|x − w| = q|x − w|.

The new point is again within δ of w, so the estimate can be repeated. After n rounds the error is at most qⁿ times the initial one, and it tends to zero.

Suppose instead |m| > 1, and set c = |m| − 1. The reverse triangle inequality gives

|f(x) − w| ≥ |m||x − w| − c|x − w| = |x − w|.

Near w, errors cannot shrink. An orbit that converges to w stays within δ from some round on. If its error were nonzero at such a round, all later errors would be at least as large, which contradicts convergence. The orbit therefore equals w from that round on.

For F the slope is s. If Z > 1/2, then 0 < 1 − s < 2, hence |s| < 1 and plain iteration converges locally. If Z < 1/2, then either s < −1, or s > 1 and Z is negative; in both cases |s| > 1. Your deeper level fits s < −1, where the error changes sign and grows.

Scaling the change by a constant a gives the step

x + a(F(x) − x), with slope 1 + a(s − 1) = 1 − a(1 − s) at w.

For a = Z this slope is zero, so the scaled step converges locally for every s ≠ 1. If s < 1, the slope is 1 − a/Z. It lies strictly between −1 and 1 exactly when 0 < a < 2Z, and below −1 when a > 2Z.

## The numbers in a G₀W₀ run

For an orbital with Kohn–Sham energy ε, e is ε minus the expectation value of the exchange-correlation potential, and S(x) is the real part of the diagonal self-energy element. The familiar one-shot formula adds Z times (S(ε) + e − ε) to ε. This is one scaled step started at x = ε, with Z computed from the slope at ε instead of at w. Recomputing the slope in every round gives Newton's method.

If s = −0.25, then Z = 0.8 and plain iteration reduces a small error about fourfold per round. If s = −1.5, then Z = 0.4 and a small error grows by a factor of about 1.5 per round with alternating sign. A constant factor a = 0.5 lies below 2Z = 0.8 and gives the slope −0.25, so an estimate of Z need not be accurate to restore local convergence, as long as it is positive and below 2Z.

## The same claims in Lean

```lean
import Mathlib

open Filter Topology

namespace QuasiparticleIteration

noncomputable section

/-- The quasiparticle map `F(x) = e + S(x)` for a bare level `e` and a real self-energy `S`. -/
def qpMap (S : ℝ → ℝ) (e x : ℝ) : ℝ := e + S x

/-- The renormalization factor `Z = 1 / (1 - S'(w))`, meaningful for `S'(w) ≠ 1`. -/
def renorm (S : ℝ → ℝ) (w : ℝ) : ℝ := 1 / (1 - deriv S w)

/-- One update with linear mixing: `x` is replaced by `x + a (F(x) - x)`. -/
def mixedStep (S : ℝ → ℝ) (e a x : ℝ) : ℝ := x + a * (qpMap S e x - x)

/-- Local convergence: every orbit of `f` that starts close enough to `w` converges to `w`. -/
def Attracts (f : ℝ → ℝ) (w : ℝ) : Prop :=
  ∃ δ > 0, ∀ x, |x - w| < δ → Tendsto (fun n : ℕ => f^[n] x) atTop (𝓝 w)

/-- An orbit of `f` can converge to `w` only by being equal to `w` from some step on. -/
def Repels (f : ℝ → ℝ) (w : ℝ) : Prop :=
  ∀ x, Tendsto (fun n : ℕ => f^[n] x) atTop (𝓝 w) → ∃ N : ℕ, ∀ n ≥ N, f^[n] x = w

/-- Near a fixed point `w`, a map with slope `m` at `w` multiplies the error by `m`, up to
an arbitrarily small fraction of the error. -/
theorem linearized_error {f : ℝ → ℝ} {m w c : ℝ} (hf : HasDerivAt f m w) (hw : f w = w)
    (hc : 0 < c) :
    ∃ δ > 0, ∀ x, |x - w| < δ → |f x - w - m * (x - w)| ≤ c * |x - w| := by
  obtain ⟨δ, hδ, h⟩ := Metric.eventually_nhds_iff.mp ((hasDerivAt_iff_isLittleO.mp hf).def hc)
  refine ⟨δ, hδ, fun x hx => ?_⟩
  have h1 := h (y := x) (by rwa [Real.dist_eq])
  simp only [hw, smul_eq_mul, Real.norm_eq_abs] at h1
  rw [mul_comm m]
  exact h1

/-- If the slope at a fixed point is below `q < 1` in absolute value, the error of every orbit
starting close enough is at most `q ^ n` times the initial error after `n` steps. -/
theorem error_decay {f : ℝ → ℝ} {m w q : ℝ} (hf : HasDerivAt f m w) (hw : f w = w)
    (hm : |m| < q) (hq : q < 1) :
    ∃ δ > 0, ∀ x, |x - w| < δ → ∀ n : ℕ, |f^[n] x - w| ≤ q ^ n * |x - w| := by
  have hq0 : 0 ≤ q := (abs_nonneg m).trans hm.le
  obtain ⟨δ, hδ, h⟩ := linearized_error hf hw (sub_pos.mpr hm)
  -- a single step contracts the error by `q`
  have step : ∀ y, |y - w| < δ → |f y - w| ≤ q * |y - w| := by
    intro y hy
    have h1 := abs_add_le (f y - w - m * (y - w)) (m * (y - w))
    rw [sub_add_cancel, abs_mul] at h1
    linarith [h y hy]
  refine ⟨δ, hδ, fun x hx n => ?_⟩
  induction n with
  | zero => simp
  | succ n ih =>
    have h2 : q ^ n * |x - w| ≤ |x - w| :=
      mul_le_of_le_one_left (abs_nonneg _) (pow_le_one₀ hq0 hq.le)
    rw [Function.iterate_succ_apply']
    calc |f (f^[n] x) - w| ≤ q * |f^[n] x - w| := step _ (lt_of_le_of_lt (ih.trans h2) hx)
      _ ≤ q * (q ^ n * |x - w|) := mul_le_mul_of_nonneg_left ih hq0
      _ = q ^ (n + 1) * |x - w| := by ring

/-- A fixed point at which the slope is below one in absolute value attracts nearby orbits. -/
theorem attracts_of_slope {f : ℝ → ℝ} {m w : ℝ} (hf : HasDerivAt f m w) (hw : f w = w)
    (hm : |m| < 1) : Attracts f w := by
  obtain ⟨q, hmq, hq⟩ := exists_between hm
  obtain ⟨δ, hδ, h⟩ := error_decay hf hw hmq hq
  refine ⟨δ, hδ, fun x hx => ?_⟩
  have hlim := (tendsto_pow_atTop_nhds_zero_of_lt_one
    ((abs_nonneg m).trans hmq.le) hq).mul_const |x - w|
  rw [zero_mul] at hlim
  rw [tendsto_iff_dist_tendsto_zero]
  exact squeeze_zero (fun _ => dist_nonneg)
    (fun n => by rw [Real.dist_eq]; exact h x hx n) hlim

/-- At a fixed point where the slope exceeds one in absolute value, an orbit can converge
only by being equal to the fixed point from some step on. -/
theorem repels_of_slope {f : ℝ → ℝ} {m w : ℝ} (hf : HasDerivAt f m w) (hw : f w = w)
    (hm : 1 < |m|) : Repels f w := by
  intro x hx
  obtain ⟨δ, hδ, h⟩ := linearized_error hf hw (sub_pos.mpr hm)
  rw [Metric.tendsto_atTop] at hx
  simp only [Real.dist_eq] at hx
  obtain ⟨N, hN⟩ := hx δ hδ
  refine ⟨N, fun n hn => ?_⟩
  -- once the orbit is near `w`, its error never decreases
  have mono : ∀ k : ℕ, |f^[n] x - w| ≤ |f^[n + k] x - w| := by
    intro k
    induction k with
    | zero => simp
    | succ k ih =>
      have h1 := h _ (hN (n + k) (by omega))
      have h2 := abs_sub_abs_le_abs_sub (m * (f^[n + k] x - w)) (f (f^[n + k] x) - w)
      rw [abs_sub_comm (m * (f^[n + k] x - w)), abs_mul] at h2
      rw [← add_assoc, Function.iterate_succ_apply']
      linarith
  by_contra hne
  obtain ⟨M, hM⟩ := hx _ (abs_pos.mpr (sub_ne_zero.mpr hne))
  exact absurd (hM (n + M) (by omega)) (not_lt_of_ge (mono M))

/-- For `S'(w) ≠ 1` the factor `Z` is nonzero and the quasiparticle map has slope
`1 - 1/Z` at `w`. -/
theorem qpMap_slope {S : ℝ → ℝ} {w : ℝ} (e : ℝ) (hS : DifferentiableAt ℝ S w)
    (hs : deriv S w ≠ 1) :
    renorm S w ≠ 0 ∧ HasDerivAt (qpMap S e) (1 - 1 / renorm S w) w := by
  refine ⟨one_div_ne_zero (sub_ne_zero.mpr hs.symm), ?_⟩
  have h : HasDerivAt (qpMap S e) (deriv S w) w := hS.hasDerivAt.const_add e
  exact h.congr_deriv (by rw [renorm, one_div_one_div]; ring)

/-- The update with mixing parameter `a` has slope `1 - a (1 - S'(w))` at `w`. -/
theorem mixedStep_slope {S : ℝ → ℝ} {w : ℝ} (e a : ℝ) (hS : DifferentiableAt ℝ S w) :
    HasDerivAt (mixedStep S e a) (1 - a * (1 - deriv S w)) w := by
  have h : HasDerivAt (qpMap S e) (deriv S w) w := hS.hasDerivAt.const_add e
  have h2 := (hasDerivAt_id w).add ((h.sub (hasDerivAt_id w)).const_mul a)
  exact h2.congr_deriv (by ring)

/-- Let `w` solve the quasiparticle equation with `S'(w) < 1`. Linear mixing converges locally
for `0 < a < 2Z`; for `a > 2Z` an orbit converges to `w` only by reaching it exactly. -/
theorem mixing_window {S : ℝ → ℝ} {e w a : ℝ} (hS : DifferentiableAt ℝ S w)
    (hw : qpMap S e w = w) (hs : deriv S w < 1) :
    (0 < a → a < 2 * renorm S w → Attracts (mixedStep S e a) w) ∧
    (2 * renorm S w < a → Repels (mixedStep S e a) w) := by
  have hd : 0 < 1 - deriv S w := sub_pos.mpr hs
  have hZ : renorm S w * (1 - deriv S w) = 1 := one_div_mul_cancel hd.ne'
  have hfix : mixedStep S e a w = w := by simp [mixedStep, hw]
  constructor
  · intro ha h
    have h1 := mul_lt_mul_of_pos_right h hd
    have h2 := mul_pos ha hd
    rw [mul_assoc, hZ] at h1
    exact attracts_of_slope (mixedStep_slope e a hS) hfix
      (abs_lt.mpr ⟨by linarith, by linarith⟩)
  · intro h
    have h1 := mul_lt_mul_of_pos_right h hd
    rw [mul_assoc, hZ] at h1
    exact repels_of_slope (mixedStep_slope e a hS) hfix (lt_abs.mpr (Or.inr (by linarith)))

/-- Mixing with `a = Z`, for `S'(w) ≠ 1`: for every rate `0 < q < 1`, orbits starting close
enough to the solution `w` have error at most `q ^ n` times the initial one after `n` steps. -/
theorem Z_step_fast {S : ℝ → ℝ} {e w q : ℝ} (hS : DifferentiableAt ℝ S w)
    (hw : qpMap S e w = w) (hs : deriv S w ≠ 1) (hq0 : 0 < q) (hq : q < 1) :
    ∃ δ > 0, ∀ x, |x - w| < δ → ∀ n : ℕ,
      |(mixedStep S e (renorm S w))^[n] x - w| ≤ q ^ n * |x - w| := by
  have hZ : renorm S w * (1 - deriv S w) = 1 := one_div_mul_cancel (sub_ne_zero.mpr hs.symm)
  refine error_decay (mixedStep_slope e _ hS) (by simp [mixedStep, hw]) ?_ hq
  rw [hZ, sub_self, abs_zero]
  exact hq0

/-- Let `w` solve the quasiparticle equation with `S'(w) ≠ 1`. Plain iteration converges locally
if `Z > 1/2`; if `Z < 1/2` an orbit converges to `w` only by reaching it exactly; the update
`x + Z (F(x) - x)` converges locally in every case. -/
theorem quasiparticle_iteration {S : ℝ → ℝ} {e w : ℝ} (hS : DifferentiableAt ℝ S w)
    (hw : qpMap S e w = w) (hs : deriv S w ≠ 1) :
    (1 / 2 < renorm S w → Attracts (qpMap S e) w) ∧
    (renorm S w < 1 / 2 → Repels (qpMap S e) w) ∧
    Attracts (mixedStep S e (renorm S w)) w := by
  have hZ : renorm S w * (1 - deriv S w) = 1 := one_div_mul_cancel (sub_ne_zero.mpr hs.symm)
  have hF : HasDerivAt (qpMap S e) (deriv S w) w := hS.hasDerivAt.const_add e
  refine ⟨fun h => ?_, fun h => ?_, ?_⟩
  · have hd : 0 < 1 - deriv S w := by
      have h0 : 0 < 1 / (1 - deriv S w) := lt_trans (by norm_num) h
      exact one_div_pos.mp h0
    have h1 := mul_lt_mul_of_pos_right h hd
    rw [hZ] at h1
    exact attracts_of_slope hF hw (abs_lt.mpr ⟨by linarith, by linarith⟩)
  · refine repels_of_slope hF hw (lt_abs.mpr ?_)
    rcases lt_or_gt_of_ne hs with hlt | hgt
    · have h1 := mul_lt_mul_of_pos_right h (sub_pos.mpr hlt)
      rw [hZ] at h1
      exact Or.inr (by linarith)
    · exact Or.inl hgt
  · -- the slope of this update vanishes at `w`
    refine attracts_of_slope (mixedStep_slope e _ hS) (by simp [mixedStep, hw]) ?_
    rw [hZ, sub_self, abs_zero]
    exact one_pos

/-- For `S(x) = -x` and `e = 0` one has `Z = 1/2` at the solution `0`, and no orbit of the plain
iteration with a nonzero start converges to it. -/
theorem half_is_sharp :
    renorm (fun x => -x) 0 = 1 / 2 ∧
    ∀ x : ℝ, x ≠ 0 →
      ¬ Tendsto (fun n : ℕ => (qpMap (fun y => -y) 0)^[n] x) atTop (𝓝 0) := by
  constructor
  · have h : deriv (fun x : ℝ => -x) 0 = -1 := (hasDerivAt_neg (0 : ℝ)).deriv
    rw [renorm, h]
    norm_num
  · intro x hx hlim
    -- the orbit alternates between `x` and `-x`
    have habs : ∀ n : ℕ, |(qpMap (fun y => -y) 0)^[n] x| = |x| := by
      intro n
      induction n with
      | zero => rfl
      | succ n ih =>
        rw [Function.iterate_succ_apply', qpMap, zero_add, abs_neg]
        exact ih
    rw [Metric.tendsto_atTop] at hlim
    obtain ⟨N, hN⟩ := hlim |x| (abs_pos.mpr hx)
    have h := hN N le_rfl
    rw [Real.dist_eq, sub_zero, habs] at h
    exact lt_irrefl _ h

end

end QuasiparticleIteration
```

```lean
#print axioms QuasiparticleIteration.mixing_window
-- 'QuasiparticleIteration.mixing_window' depends on axioms: [propext, Classical.choice, Quot.sound]
#print axioms QuasiparticleIteration.Z_step_fast
-- 'QuasiparticleIteration.Z_step_fast' depends on axioms: [propext, Classical.choice, Quot.sound]
#print axioms QuasiparticleIteration.quasiparticle_iteration
-- 'QuasiparticleIteration.quasiparticle_iteration' depends on axioms: [propext, Classical.choice, Quot.sound]
#print axioms QuasiparticleIteration.half_is_sharp
-- 'QuasiparticleIteration.half_is_sharp' depends on axioms: [propext, Classical.choice, Quot.sound]
```

`qpMap S e` is F, `renorm S w` is Z taken at the solution w, and `mixedStep S e a` is the scaled step. The expression `f^[n] x` is the energy after n rounds from the start x. The hypothesis `DifferentiableAt ℝ S w` asks for a derivative at w only; neither a continuous derivative nor s ≤ 0 is required. The hypothesis `qpMap S e w = w` says that w solves the quasiparticle equation, so the existence of a solution is assumed.

`Attracts f w` means that all orbits starting within some distance δ of w converge to w. No size for δ is given. `Repels f w` is weaker than the usual notion of a repelling point: it says that an orbit with limit w must equal w from some round on. It does not say where other orbits go, so it does not predict a swing between two particular energies.

The theorem `quasiparticle_iteration` has three parts under s ≠ 1: `Attracts` for F if Z > 1/2, `Repels` for F if Z < 1/2, and `Attracts` for the step scaled by Z. `qpMap_slope` gives the slope as 1 − 1/Z. `mixing_window` treats a general constant a under s < 1. `Z_step_fast` says that with a = Z any rate q between 0 and 1 is achieved, from starting points close enough for that q.

The borderline Z = 1/2 is left open by the main theorem. `half_is_sharp` shows that convergence can fail there: for S(x) = −x and e = 0 the orbit is x, −x, x, and so on.

The condition s ≠ 1 excludes solutions where the graph of F touches the line y = x tangentially. Take S(x) = x + x² and e = 0, with the solution w = 0 and s = 1. The scaled step is x + ax². For a > 0 it moves every positive x away from 0, for a < 0 it moves every negative x away, and for a = 0 nothing moves. Without s ≠ 1, then, no constant factor need give local convergence.

For one level with a fixed real self-energy, the result tells a G₀W₀ calculation when feeding the energy back is a sound local solver. The step from here to eigenvalue-self-consistent GW is not supplied by the hypotheses: there the self-energy is rebuilt from all updated levels, and the single slope s gives way to a matrix of derivatives.

## From the error estimate to the conditions on Z

`linearized_error` turns the derivative, in its little-o form, into the estimate with c and δ. `error_decay` uses it with c = q − |m|. Its inner claim `step` is the one-round contraction, and the induction on n multiplies the factors; the inequality `h2` keeps the orbit within δ, so that `step` applies again. `attracts_of_slope` chooses q between |m| and 1 and squeezes the error between zero and qⁿ times its initial value.

`repels_of_slope` uses c = |m| − 1. The claim `mono` is the statement that errors do not decrease once the orbit is near w, proved by induction from the reverse triangle inequality. Assuming a nonzero error at round n, convergence would force a later error below it, and `mono` forbids this.

`mixedStep_slope` differentiates the scaled step. The remaining work is to translate conditions on Z into conditions on slopes, through the identity Z(1 − s) = 1, called `hZ` in the proofs. In `mixing_window`, multiplying a < 2Z by the positive number 1 − s gives a(1 − s) < 2, which places the slope above −1; a > 2Z gives a slope below −1 in the same way.

In `quasiparticle_iteration`, Z > 1/2 first yields 1 − s > 0, and multiplying by this number then yields s > −1. For Z < 1/2 the proof separates s < 1, where the same multiplication gives s < −1, from s > 1, where |s| > 1 is immediate. For the step scaled by Z, `hZ` makes the slope zero. `Z_step_fast` feeds this zero slope into `error_decay`, which accepts any positive q below 1. In `half_is_sharp`, an induction shows that |x| never changes along the orbit, so a nonzero start cannot tend to zero.
